# Orbital products U_mk U_nk change sign at least d times if (H^p)_mn first becomes nonzero at p = d

Let H be a real symmetric N × N matrix with orthonormal eigenvectors in the columns of U, and let the energies ε_k be in non-decreasing order. If (H^p)_mn = 0 for all p < d and (H^d)_mn ≠ 0, then the products U_mk U_nk, read in order of k with zeros dropped, change sign at least d times. The energies may be degenerate.

## Bond order during filling

In a one-electron model, U_mk is the coefficient of orbital k on site m. An electron in orbital k adds

a_k = U_mk U_nk

to the bond order between m and n. For non-interacting electrons in a finite orthonormal basis, the result says that this bond order switches between rising and falling at least d times as all N levels are filled one by one from the bottom up.

With nearest-neighbour hopping, (H^p)_mn is a sum over walks of p steps from m to n, where a step may also stay on a site. It vanishes when p is smaller than the bond distance, which here means the number of bonds on a shortest path from m to n. At p equal to the bond distance only the shortest paths contribute, and they cannot cancel if, for example, all hoppings are negative. Then d is the bond distance. This step from the bond graph to the powers of H is an argument about walks, which the theorem replaces by its two hypotheses on (H^p)_mn.

## Matrix powers as energy moments

Since HU = U diag(ε) and UUᵀ = 1, we have H^p = U diag(ε^p) Uᵀ, and therefore

(H^p)_mn = Σ_k a_k ε_k^p = M_p.

The hypotheses say that M_p = 0 for p < d and M_d ≠ 0.

## Removing one sign change with an energy shift

The proof is by induction on d, for any real sequence a. If d = 0, the sum M_0 is nonzero, so some a_k is nonzero, and no sign change is required.

Now let M_0, …, M_d vanish and M_(d+1) ≠ 0. The sequence has zero sum but is not identically zero, so both signs occur. Let j be the lowest level at which a_j has the opposite sign to some earlier a_x. Below j, every nonzero term has the sign of a_x. Define

b_k = (ε_k − ε_j) a_k.

Its moments are

Σ_k b_k ε_k^p = M_(p+1) − ε_j M_p.

They vanish for p < d, and the moment at p = d is M_(d+1) ≠ 0. By induction there are levels k_0 < … < k_d on which b alternates in sign.

Up to level j, b is zero or has the sign opposite to a_x. Above j, every nonzero b_k has the sign of a_k. At most one level of the alternating run, namely k_0, can therefore lie at or below j.

- If k_0 > j, then a alternates on the whole run. Put x in front if a_(k_0) has the sign opposite to a_x, and j otherwise.
- If k_0 ≤ j, replace k_0 by j, which has the same sign in a as k_0 has in b, and put x in front.

Either way, a has at least d + 1 sign changes.

## Three sites with rational orbitals

Take on-site energies 1/3, 0, −1/3 and both hoppings −2/3. The energies are −1, 0, 1. For the end sites, the products are

(1/3)(2/3) = 2/9, (2/3)(−2/3) = −4/9, (2/3)(1/3) = 2/9.

They change sign twice. Their moments are M_0 = 0, M_1 = −2/9 + 2/9 = 0 and M_2 = 4/9, which equals (−2/3)², the product of the two hoppings.

The first sign change is completed at the middle level, where ε_j = 0, and the shifted sequence is −2/9, 0, 2/9. It has one sign change, but no two neighbouring terms have a negative product. Counting only neighbours with a_k a_(k+1) < 0 would miss it, and the induction would fail, because the shift always puts a zero at level j.

## The statement in Lean

Sites and levels are numbered from 0 by `Fin N`. The function `bondProduct U m n k` is a_k, without the occupation number that a textbook bond order contains. `SignChangesAtLeast a d` asks for increasing levels `k 0`, …, `k d` on which `a` is nonzero and alternates in sign; other values of `k` are irrelevant. This is the count with zeros dropped.

In `bondProduct_signChanges`, `hU` says that U is orthogonal, `hH` is the eigenvalue equation and `hε` orders the energies. Symmetry of H follows from `hU` and `hH`. The hypotheses `h0` and `hd` are the conditions on the powers of H.

```lean
import Mathlib

open Matrix

namespace BondDistanceSigns

/-- The contribution `U m k * U n k` of level `k` to the bond between orbitals `m` and `n`. -/
def bondProduct {N : ℕ} (U : Matrix (Fin N) (Fin N) ℝ) (m n k : Fin N) : ℝ :=
  U m k * U n k

/-- The sequence `a` is not identically zero and, with zeros dropped, changes sign at least `d`
times: there are levels `k 0 < k 1 < ... < k d` on which `a` is nonzero and alternates in sign. -/
def SignChangesAtLeast {N : ℕ} (a : Fin N → ℝ) (d : ℕ) : Prop :=
  ∃ k : ℕ → Fin N, a (k 0) ≠ 0 ∧
    ∀ i < d, k i < k (i + 1) ∧ a (k i) * a (k (i + 1)) < 0

/-- An alternating run of levels grows by one sign change when a lower level of opposite sign
is put in front of it. -/
theorem signChanges_prepend {N d : ℕ} {a : Fin N → ℝ} {k : ℕ → Fin N} (x : Fin N)
    (hx : x < k 0) (hs : a x * a (k 0) < 0)
    (hk : ∀ i < d, k i < k (i + 1) ∧ a (k i) * a (k (i + 1)) < 0) :
    SignChangesAtLeast a (d + 1) := by
  refine ⟨fun i => match i with | 0 => x | i + 1 => k i, ?_, ?_⟩
  · exact left_ne_zero_of_mul hs.ne
  · intro i hi
    cases i with
    | zero => exact ⟨hx, hs⟩
    | succ i => exact hk i (by omega)

/-- A sequence that sums to zero but is not identically zero has a first sign change, at a
level `j`: no level below `j` has the sign of `a j`. -/
theorem first_sign_change {N : ℕ} {a : Fin N → ℝ} (hsum : ∑ k, a k = 0) {u : Fin N}
    (hu : a u ≠ 0) :
    ∃ x j, x < j ∧ a x * a j < 0 ∧ ∀ k < j, 0 ≤ a x * a k := by
  have hv : ∃ v, a u * a v < 0 := by
    by_contra hcon
    have hc : ∀ v, 0 ≤ a u * a v := fun v => not_lt.mp fun h => hcon ⟨v, h⟩
    have h1 : a u * a u ≤ ∑ v, a u * a v :=
      Finset.single_le_sum (f := fun v => a u * a v) (fun v _ => hc v) (Finset.mem_univ u)
    have h2 : ∑ v, a u * a v = 0 := by rw [← Finset.mul_sum, hsum, mul_zero]
    have h3 := mul_self_pos.mpr hu
    linarith
  obtain ⟨v, hv⟩ := hv
  have hne : ({j | ∃ x, x < j ∧ a x * a j < 0} : Set (Fin N)).Nonempty := by
    rcases lt_trichotomy u v with h | h | h
    · exact ⟨v, u, h, hv⟩
    · subst h
      exact absurd hv (not_lt_of_ge (mul_self_nonneg _))
    · exact ⟨u, v, h, by linarith [mul_comm (a u) (a v)]⟩
  -- take the lowest level at which a sign change is completed
  obtain ⟨j, ⟨x, hxj, hneg⟩, hmin⟩ := (wellFounded_lt (α := Fin N)).has_min _ hne
  refine ⟨x, j, hxj, hneg, fun k hk => not_lt.mp fun h => ?_⟩
  rcases lt_trichotomy x k with h' | h' | h'
  · exact hmin k ⟨x, h', h⟩ hk
  · subst h'
    exact absurd h (not_lt_of_ge (mul_self_nonneg _))
  · exact hmin x ⟨k, h', by linarith [mul_comm (a x) (a k)]⟩ hxj

/-- For ordered energies and a nonzero sequence `a` with zero sum, there is an energy `c` such
that `a` has at least one sign change more than the sequence `(ε k - c) * a k`. -/
theorem exists_energy_shift {N : ℕ} {ε a : Fin N → ℝ} (hε : Monotone ε)
    (hsum : ∑ k, a k = 0) {u : Fin N} (hu : a u ≠ 0) :
    ∃ c, ∀ d, SignChangesAtLeast (fun k => (ε k - c) * a k) d →
      SignChangesAtLeast a (d + 1) := by
  obtain ⟨x, j, hxj, hneg, hmin⟩ := first_sign_change hsum hu
  refine ⟨ε j, fun d hb => ?_⟩
  obtain ⟨k, hk0, hk⟩ := hb
  beta_reduce at hk0 hk
  have hax : a x ≠ 0 := left_ne_zero_of_mul hneg.ne
  have hup : ∀ l, j ≤ l → 0 ≤ ε l - ε j := fun l h => sub_nonneg.mpr (hε h)
  have hopp : ∀ r : ℝ, 0 < a x * r → a j * r < 0 := by
    intro r hr
    by_contra hcon
    have h1 := mul_nonneg (mul_self_nonneg (a x)) (not_lt.mp hcon)
    have h2 := mul_neg_of_neg_of_pos hneg hr
    nlinarith
  -- from level j upwards, consecutive levels of the run have opposite signs in `a` as well
  have hsame : ∀ i < d, j ≤ k i → a (k i) * a (k (i + 1)) < 0 := by
    intro i hi hj
    by_contra hcon
    have h1 := mul_nonneg (mul_nonneg (hup _ hj) (hup _ (hj.trans (hk i hi).1.le)))
      (not_lt.mp hcon)
    have h2 := (hk i hi).2
    nlinarith
  rcases lt_or_ge j (k 0) with h0 | h0
  · have hge : ∀ i ≤ d, j < k i := by
      intro i
      induction i with
      | zero => exact fun _ => h0
      | succ i ih => exact fun hi => (ih (by omega)).trans (hk i (by omega)).1
    have hchain : ∀ i < d, k i < k (i + 1) ∧ a (k i) * a (k (i + 1)) < 0 :=
      fun i hi => ⟨(hk i hi).1, hsame i hi (hge i hi.le).le⟩
    rcases lt_or_gt_of_ne (mul_ne_zero hax (right_ne_zero_of_mul hk0)) with h | h
    · exact signChanges_prepend x (hxj.trans h0) h hchain
    · exact signChanges_prepend j h0 (hopp _ h) hchain
  · -- up to level j the shifted sequence never has the sign of a x
    have hlow : ∀ l ≤ j, a x * ((ε l - ε j) * a l) ≤ 0 := by
      intro l hl
      rcases hl.lt_or_eq with h | h
      · have h1 := mul_nonneg (sub_nonneg.mpr (hε hl)) (hmin l h)
        nlinarith
      · rw [h, sub_self, zero_mul, mul_zero]
    have hfirst : 0 < d → j < k 1 ∧ 0 < a x * a (k 1) := by
      intro hd
      have hb : 0 < a x * ((ε (k 1) - ε j) * a (k 1)) := by
        by_contra hcon
        have h1 := mul_nonneg (neg_nonneg.mpr (hlow _ h0)) (neg_nonneg.mpr (not_lt.mp hcon))
        have h2 := mul_neg_of_pos_of_neg (mul_self_pos.mpr hax) (hk 0 hd).2
        rw [zero_add] at h2
        nlinarith
      have hj : j < k 1 := not_le.mp fun h => not_lt_of_ge (hlow _ h) hb
      refine ⟨hj, ?_⟩
      by_contra hcon
      have h1 := mul_nonneg (hup _ hj.le) (neg_nonneg.mpr (not_lt.mp hcon))
      nlinarith
    have hge : ∀ i < d, j < k (i + 1) := by
      intro i
      induction i with
      | zero => exact fun hd => (hfirst hd).1
      | succ i ih => exact fun hi => (ih (by omega)).trans (hk (i + 1) hi).1
    refine signChanges_prepend (k := fun i => match i with | 0 => j | i + 1 => k (i + 1))
      x hxj hneg ?_
    intro i hi
    cases i with
    | zero => exact ⟨(hfirst hi).1, hopp _ (hfirst hi).2⟩
    | succ i => exact ⟨(hk (i + 1) hi).1, hsame (i + 1) hi (hge i (by omega)).le⟩

/-- If the energy moments of `a` vanish below order `d` and the moment of order `d` does not,
then `a`, ordered by energy, changes sign at least `d` times. -/
theorem signChanges_of_moments {N : ℕ} {ε : Fin N → ℝ} (hε : Monotone ε) (d : ℕ)
    (a : Fin N → ℝ) (h0 : ∀ p < d, ∑ k, a k * ε k ^ p = 0)
    (hd : ∑ k, a k * ε k ^ d ≠ 0) : SignChangesAtLeast a d := by
  induction d generalizing a with
  | zero =>
    obtain ⟨u, _, hu⟩ := Finset.exists_ne_zero_of_sum_ne_zero hd
    exact ⟨fun _ => u, left_ne_zero_of_mul hu, fun i hi => absurd hi (Nat.not_lt_zero i)⟩
  | succ d ih =>
    obtain ⟨u, _, hu⟩ := Finset.exists_ne_zero_of_sum_ne_zero hd
    have hsum : ∑ k, a k = 0 := by simpa using h0 0 (Nat.succ_pos d)
    obtain ⟨c, hc⟩ := exists_energy_shift hε hsum (left_ne_zero_of_mul hu)
    -- moment `p` of the shifted sequence is moment `p + 1` of `a` minus `c` times moment `p`
    have hm : ∀ p, ∑ k, (ε k - c) * a k * ε k ^ p =
        ∑ k, a k * ε k ^ (p + 1) - c * ∑ k, a k * ε k ^ p := by
      intro p
      rw [Finset.mul_sum, ← Finset.sum_sub_distrib]
      exact Finset.sum_congr rfl fun k _ => by ring
    refine hc d (ih _ (fun p hp => ?_) ?_)
    · rw [hm, h0 (p + 1) (by omega), h0 p (by omega), mul_zero, sub_zero]
    · rw [hm, h0 d (by omega), mul_zero, sub_zero]
      exact hd

/-- For orthonormal eigenvectors `U` of `H` with energies `ε`, the element `(H ^ p) m n` is the
`p`-th energy moment of the bond products. -/
theorem pow_apply_eq_moment {N : ℕ} {H U : Matrix (Fin N) (Fin N) ℝ} {ε : Fin N → ℝ}
    (hU : U * Uᵀ = 1) (hH : H * U = U * diagonal ε) (p : ℕ) (m n : Fin N) :
    (H ^ p) m n = ∑ k, bondProduct U m n k * ε k ^ p := by
  have h : H ^ p * U = U * diagonal (fun k => ε k ^ p) := by
    induction p with
    | zero => simp
    | succ p ih =>
      rw [pow_succ, mul_assoc, hH, ← mul_assoc, ih, mul_assoc, diagonal_mul_diagonal]
      simp only [pow_succ]
  have h' : H ^ p = U * diagonal (fun k => ε k ^ p) * Uᵀ := by
    rw [← h, mul_assoc, hU, mul_one]
  rw [h', Matrix.mul_apply]
  refine Finset.sum_congr rfl fun k _ => ?_
  rw [Matrix.mul_diagonal, Matrix.transpose_apply, bondProduct]
  ring

/-- Let `H` have orthonormal eigenvectors `U` with energies in non-decreasing order. If
`(H ^ p) m n` vanishes for `p < d` but not for `p = d`, the products `U m k * U n k` change sign
at least `d` times. -/
theorem bondProduct_signChanges {N : ℕ} {H U : Matrix (Fin N) (Fin N) ℝ} {ε : Fin N → ℝ}
    (hU : U * Uᵀ = 1) (hH : H * U = U * diagonal ε) (hε : Monotone ε) {m n : Fin N} {d : ℕ}
    (h0 : ∀ p < d, (H ^ p) m n = 0) (hd : (H ^ d) m n ≠ 0) :
    SignChangesAtLeast (bondProduct U m n) d := by
  refine signChanges_of_moments hε d _ (fun p hp => ?_) ?_
  · rw [← pow_apply_eq_moment hU hH, h0 p hp]
  · rw [← pow_apply_eq_moment hU hH]
    exact hd

/-- If `SignChangesAtLeast a d` holds for a sequence `a` over `N` levels, then `d < N`. -/
theorem signChanges_lt {N d : ℕ} {a : Fin N → ℝ} (h : SignChangesAtLeast a d) : d < N := by
  obtain ⟨k, _, hk⟩ := h
  have hi : ∀ i ≤ d, i ≤ (k i).val := by
    intro i
    induction i with
    | zero => exact fun _ => Nat.zero_le _
    | succ i ih =>
      intro hi
      have h1 := ih (by omega)
      have h2 := Fin.lt_def.mp (hk i (by omega)).1
      omega
  exact lt_of_le_of_lt (hi d le_rfl) (k d).isLt

/-- A three-site chain with equal hoppings and on-site energies falling linearly. -/
noncomputable def chainH : Matrix (Fin 3) (Fin 3) ℝ :=
  !![1/3, -2/3, 0; -2/3, 0, -2/3; 0, -2/3, -1/3]

/-- A matrix of three orbitals, one in each column, on the three-site chain. -/
noncomputable def chainU : Matrix (Fin 3) (Fin 3) ℝ :=
  !![1/3, 2/3, 2/3; 2/3, 1/3, -2/3; 2/3, -2/3, 1/3]

/-- The three-site chain, with energies `-1, 0, 1`, meets the hypotheses of
`bondProduct_signChanges` for its two end sites with `d = 2`. -/
theorem bondProduct_signChanges_witness :
    chainU * chainUᵀ = 1 ∧ chainH * chainU = chainU * diagonal ![-1, 0, 1] ∧
      StrictMono (![-1, 0, 1] : Fin 3 → ℝ) ∧
      (∀ p < 2, (chainH ^ p) 0 2 = 0) ∧ (chainH ^ 2) 0 2 ≠ 0 := by
  refine ⟨?_, ?_, ?_, ?_, ?_⟩
  · ext i j
    fin_cases i <;> fin_cases j <;>
      norm_num [chainU, Matrix.mul_apply, Fin.sum_univ_succ, Matrix.one_apply]
  · ext i j
    rw [Matrix.mul_diagonal]
    fin_cases i <;> fin_cases j <;>
      norm_num [chainH, chainU, Matrix.mul_apply, Fin.sum_univ_succ]
  · refine Fin.strictMono_iff_lt_succ.mpr fun i => ?_
    fin_cases i <;> simp
  · intro p hp
    interval_cases p <;> simp [chainH]
  · have h02 : chainH 0 2 = 0 := rfl
    have h01 : chainH 0 1 = -2/3 := rfl
    have h12 : chainH 1 2 = -2/3 := rfl
    rw [pow_two, Matrix.mul_apply, Fin.sum_univ_three, h02, h01, h12]
    norm_num

end BondDistanceSigns
```

```lean
#print axioms BondDistanceSigns.bondProduct_signChanges
#print axioms BondDistanceSigns.signChanges_lt
```

```
'BondDistanceSigns.bondProduct_signChanges' depends on axioms: [propext, Classical.choice, Quot.sound]
'BondDistanceSigns.signChanges_lt' depends on axioms: [propext, Classical.choice, Quot.sound]
```

## From the moments to the alternating levels

`pow_apply_eq_moment` proves the moment formula, with an induction on p for H^p U = U diag(ε^p).

`first_sign_change` finds x and j. If no term had the sign opposite to `a u`, the sum of `a u * a v` over v would be positive, although it is zero. The well-ordering of the levels then supplies the lowest j.

`exists_energy_shift` carries the alternating run from b back to a. Inside it, `hsame` shows that consecutive levels of the run from j upwards have opposite signs in a as well, and `hlow` shows that b never has the sign of a_x up to j. The split on `j < k 0` gives the two cases above, and `signChanges_prepend` adds the new first level. In most of the sign arguments, `nlinarith` combines products of known sign, often in a proof by contradiction.

`signChanges_of_moments` is the induction on d. It generalises over `a`, because the induction hypothesis is applied to the shifted sequence. `bondProduct_signChanges` then inserts the moment formula.

`signChanges_lt` shows that N ≥ 1 levels allow at most N − 1 sign changes, since the i-th level of an increasing run has index at least i. `bondProduct_signChanges_witness` checks the hypotheses for the three-site chain with d = 2, so the bound N − 1 is reached there.
